# Isotropic correlations in singlet states of finitely many spins one-half

## States, spin operators and singlets

The sites form a finite set `ι`, with no lattice or Hamiltonian attached. Units are such that $\hbar=1$.

```lean
import Mathlib

open Matrix Finset

namespace SingletCorrelations

noncomputable section

variable {ι : Type*} [Fintype ι] [DecidableEq ι]
```

A configuration $\sigma$ assigns 0 (up) or 1 (down) to each site, and a state $\psi$ gives each configuration a complex amplitude $\psi(\sigma)$.

```lean
/-- State vectors of spins one-half on the sites `ι`: amplitudes of the up/down configurations. -/
abbrev State (ι : Type*) := (ι → Fin 2) → ℂ
```

The spin matrices $s^a$ are half the Pauli matrices. Their index $a=0,1,2$ stands for $x,y,z$ and is added modulo 3.

```lean
/-- The three spin-1/2 matrices, half the Pauli matrices, numbered 0, 1, 2 for x, y, z. -/
def spinMatrix : Fin 3 → Matrix (Fin 2) (Fin 2) ℂ :=
  ![!![0, 1/2; 1/2, 0], !![0, -Complex.I/2; Complex.I/2, 0], !![1/2, 0; 0, -1/2]]
```

A $2\times2$ matrix $A$ acts at site $i$ by
$$(A_i\psi)(\sigma)=\sum_s A_{\sigma_i s}\,\psi(\sigma^{i\to s}),$$
where $\sigma^{i\to s}$ is $\sigma$ with the spin at $i$ set to $s$. In Lean $A_i$ is `site i A`, which is linear in $A$.

```lean
/-- The operator that acts with a 2×2 matrix on the spin at site `i` and leaves the others alone. -/
def site (i : ι) : Matrix (Fin 2) (Fin 2) ℂ →ₗ[ℂ] Module.End ℂ (State ι) where
  toFun A :=
    { toFun := fun ψ σ => ∑ s, A (σ i) s * ψ (Function.update σ i s)
      map_add' := by
        intro ψ φ
        funext σ
        simp only [Pi.add_apply, Fin.sum_univ_two]
        ring
      map_smul' := by
        intro c ψ
        funext σ
        simp only [Pi.smul_apply, smul_eq_mul, RingHom.id_apply, Fin.sum_univ_two]
        ring }
  map_add' A B := by
    refine LinearMap.ext fun ψ => funext fun σ => ?_
    simp only [LinearMap.coe_mk, AddHom.coe_mk, LinearMap.add_apply, Pi.add_apply,
      Matrix.add_apply, Fin.sum_univ_two]
    ring
  map_smul' c A := by
    refine LinearMap.ext fun ψ => funext fun σ => ?_
    simp only [LinearMap.coe_mk, AddHom.coe_mk, LinearMap.smul_apply, Pi.smul_apply,
      Matrix.smul_apply, smul_eq_mul, RingHom.id_apply, Fin.sum_univ_two]
    ring
```

The spin at a site has components $S_i^a=(s^a)_i$.

```lean
/-- The component `a` of the spin at site `i`. -/
def spin (i : ι) (a : Fin 3) : Module.End ℂ (State ι) := site i (spinMatrix a)
```

The total spin is $S^a=\sum_i S_i^a$.

```lean
/-- The component `a` of the total spin. -/
def totalSpin (a : Fin 3) : Module.End ℂ (State ι) := ∑ i, spin i a
```

The scalar product of two spins is $\mathbf S_i\cdot\mathbf S_j=\sum_a S_i^aS_j^a$.

```lean
/-- The Heisenberg coupling `S_i · S_j`. -/
def spinDot (i j : ι) : Module.End ℂ (State ι) := ∑ a, spin i a * spin j a
```

The expectation value is $\langle O\rangle=\langle\psi|O|\psi\rangle$, without division by the norm. For a unit vector it is the usual quantum average.

```lean
/-- The expectation value `⟨ψ|O|ψ⟩`, as a linear function of the operator `O`. -/
def expect (ψ : State ι) : Module.End ℂ (State ι) →ₗ[ℂ] ℂ where
  toFun O := star ψ ⬝ᵥ O ψ
  map_add' O P := by simp only [LinearMap.add_apply, dotProduct_add]
  map_smul' c O := by simp only [LinearMap.smul_apply, dotProduct_smul, RingHom.id_apply]
```

A singlet satisfies $S^a\psi=0$ for all three $a$. This is a hypothesis on the state; that a given antiferromagnet has such a ground state is a separate question. The zero vector also qualifies, so normalisation is stated where it is needed.

```lean
/-- A vector is a singlet if all three components of the total spin annihilate it. -/
def IsSinglet (ψ : State ι) : Prop := ∀ a, totalSpin a ψ = 0
```

## The algebra of site operators

Acting twice at one site sums over the intermediate spin value, which is matrix multiplication: $A_iB_i=(AB)_i$.

```lean
omit [Fintype ι] in
/-- Operators on the same site multiply like their 2×2 matrices. -/
theorem site_mul (i : ι) (A B : Matrix (Fin 2) (Fin 2) ℂ) :
    site i A * site i B = site i (A * B) := by
  refine LinearMap.ext fun ψ => funext fun σ => ?_
  simp only [site, LinearMap.coe_mk, AddHom.coe_mk, Module.End.mul_apply, Function.update_self,
    Function.update_idem, Matrix.mul_apply, Fin.sum_univ_two]
  ring
```

For $i\ne j$ the two actions change different entries of $\sigma$, so $A_iB_j=B_jA_i$.

```lean
omit [Fintype ι] in
/-- Operators on different sites commute. -/
theorem site_comm {i j : ι} (h : i ≠ j) (A B : Matrix (Fin 2) (Fin 2) ℂ) :
    site i A * site j B = site j B * site i A := by
  refine LinearMap.ext fun ψ => funext fun σ => ?_
  simp only [site, LinearMap.coe_mk, AddHom.coe_mk, Module.End.mul_apply,
    Function.update_of_ne h, Function.update_of_ne h.symm, Function.update_comm h,
    Fin.sum_univ_two]
  ring
```

If $A$ is Hermitian, so is $A_i$. Written out,
$$\langle\varphi|A_i\psi\rangle=\sum_{\sigma,s}\varphi(\sigma)^*A_{\sigma_i s}\,\psi(\sigma^{i\to s}).$$
Exchanging the old and new spin values, $(\sigma,s)\mapsto(\sigma^{i\to s},\sigma_i)$, relabels the sum, and $A_{s\sigma_i}=A_{\sigma_i s}^*$ turns it into $\langle A_i\varphi|\psi\rangle$. The permutation `e` is this exchange.

```lean
/-- A Hermitian 2×2 matrix acting on one site is a Hermitian operator on the whole system. -/
theorem site_hermitian (i : ι) {A : Matrix (Fin 2) (Fin 2) ℂ} (hA : A.IsHermitian)
    (φ ψ : State ι) : star φ ⬝ᵥ site i A ψ = star (site i A φ) ⬝ᵥ ψ := by
  -- exchange the old and the new value of the spin at site `i`
  let e : Equiv.Perm ((ι → Fin 2) × Fin 2) :=
    Function.Involutive.toPerm (fun x => (Function.update x.1 i x.2, x.1 i))
      (by intro x; simp)
  have key := Fintype.sum_equiv e
    (fun x => star (φ x.1) * (A (x.1 i) x.2 * ψ (Function.update x.1 i x.2)))
    (fun x => star (A (x.1 i) x.2) * star (φ (Function.update x.1 i x.2)) * ψ x.1)
    (by
      rintro ⟨σ, s⟩
      change _ = star (A (Function.update σ i s i) (σ i)) *
        star (φ (Function.update (Function.update σ i s) i (σ i))) * ψ (Function.update σ i s)
      rw [Function.update_self, Function.update_idem, Function.update_eq_self, hA.apply]
      ring)
  simp only [Fintype.sum_prod_type] at key
  simpa only [dotProduct, site, LinearMap.coe_mk, AddHom.coe_mk, Pi.star_apply, star_sum,
    star_mul', Finset.mul_sum, Finset.sum_mul] using key
```

Multiplying the matrices gives $[s^a,s^{a+1}]=i\,s^{a+2}$, checked entry by entry for each $a$. Here and below a factor $i$ is the imaginary unit, while a subscript $i$ is a site.

```lean
/-- The spin-1/2 matrices satisfy `[s^a, s^(a+1)] = i s^(a+2)`, with the components numbered
cyclically. -/
theorem spinMatrix_comm (a : Fin 3) :
    spinMatrix a * spinMatrix (a + 1) - spinMatrix (a + 1) * spinMatrix a
      = Complex.I • spinMatrix (a + 2) := by
  have h0 : spinMatrix 0 * spinMatrix 1 - spinMatrix 1 * spinMatrix 0
      = Complex.I • spinMatrix 2 := by
    ext i j
    fin_cases i <;> fin_cases j <;> simp [spinMatrix, Complex.ext_iff] <;> norm_num
  have h1 : spinMatrix 1 * spinMatrix 2 - spinMatrix 2 * spinMatrix 1
      = Complex.I • spinMatrix 0 := by
    ext i j
    fin_cases i <;> fin_cases j <;> simp [spinMatrix, Complex.ext_iff] <;> norm_num
  have h2 : spinMatrix 2 * spinMatrix 0 - spinMatrix 0 * spinMatrix 2
      = Complex.I • spinMatrix 1 := by
    ext i j
    fin_cases i <;> fin_cases j <;> simp [spinMatrix, Complex.ext_iff] <;> norm_num
  have c3 : ∀ a : Fin 3, a = 0 ∨ a = 1 ∨ a = 2 := by decide
  rcases c3 a with rfl | rfl | rfl
  exacts [h0, h1, h2]
```

In $[S^a,B_j]=\sum_k[S_k^a,B_j]$ every term with $k\neq j$ vanishes, leaving $[S^a,B_j]=([s^a,B])_j$.

```lean
/-- The commutator of the total spin with an operator on one site is the commutator on that site. -/
theorem totalSpin_comm_site (a : Fin 3) (j : ι) (B : Matrix (Fin 2) (Fin 2) ℂ) :
    totalSpin a * site j B - site j B * totalSpin a
      = site j (spinMatrix a * B - B * spinMatrix a) := by
  rw [totalSpin, Finset.sum_mul, Finset.mul_sum, ← Finset.sum_sub_distrib,
    Finset.sum_eq_single j]
  · rw [spin, site_mul, site_mul, map_sub]
  · intro k _ hk
    rw [spin, site_comm hk, sub_self]
  · intro hj
    exact absurd (Finset.mem_univ j) hj
```

## Commutators with the total spin average to zero in a singlet

For any operator $O$,
$$\langle[S^a,O]\rangle=\langle S^a\psi|O\psi\rangle-\langle\psi|O\,S^a\psi\rangle=0.$$
The first term uses the Hermiticity of $S^a$, which the proof builds up from the site operators by induction over the sites.

```lean
/-- In a singlet the commutator of the total spin with any operator has expectation value zero. -/
theorem expect_commutator {ψ : State ι} (h : IsSinglet ψ) (a : Fin 3)
    (O : Module.End ℂ (State ι)) : expect ψ (totalSpin a * O - O * totalSpin a) = 0 := by
  have hS : (spinMatrix a).IsHermitian := by
    ext i j
    fin_cases a <;> fin_cases i <;> fin_cases j <;> simp [spinMatrix]
  -- the total spin is Hermitian, so it may act to the left
  have hT : ∀ s : Finset ι, star ψ ⬝ᵥ (∑ i ∈ s, spin i a) (O ψ)
      = star ((∑ i ∈ s, spin i a) ψ) ⬝ᵥ O ψ := by
    intro s
    induction s using Finset.induction_on with
    | empty => simp
    | insert k s hk ih =>
      rw [Finset.sum_insert hk, LinearMap.add_apply, LinearMap.add_apply, dotProduct_add,
        star_add, add_dotProduct, ih, spin, site_hermitian k hS]
  have h1 : star ψ ⬝ᵥ totalSpin a (O ψ) = 0 := by
    have h2 : star ψ ⬝ᵥ totalSpin a (O ψ) = star (totalSpin a ψ) ⬝ᵥ O ψ := hT Finset.univ
    rw [h2, h a, star_zero, zero_dotProduct]
  change star ψ ⬝ᵥ (totalSpin a (O ψ) - O (totalSpin a ψ)) = 0
  rw [h a, map_zero, sub_zero, h1]
```

## Vanishing magnetisation and equal diagonal correlations

Take $O=S_i^{a+2}$ in $\langle[S^{a+1},O]\rangle=0$. The commutator is $iS_i^a$, so $\langle S_i^a\rangle=0$.

For two sites, the Leibniz rule gives
$$\langle([s^a,B])_i\,C_j\rangle+\langle B_i\,([s^a,C])_j\rangle=0.$$
Three choices of $B$ and $C$ suffice:

- $B=s^{a+1}$, $C=s^a$ gives $i\langle S_i^{a+2}S_j^a\rangle=0$.
- $B=s^{a+2}$, $C=s^a$ gives $-i\langle S_i^{a+1}S_j^a\rangle=0$.
- $B=s^{a+1}$, $C=s^{a+2}$ gives $i\langle S_i^{a+2}S_j^{a+2}\rangle-i\langle S_i^{a+1}S_j^{a+1}\rangle=0$.

The first two remove all mixed correlations. The third makes the diagonal ones equal, and since they add up to $\langle\mathbf S_i\cdot\mathbf S_j\rangle$, each is a third of it:
$$\langle S_i^aS_j^b\rangle=\tfrac13\,\delta_{ab}\,\langle\mathbf S_i\cdot\mathbf S_j\rangle.$$

In the theorem `h` is the singlet condition, and the `if a = b` is the Kronecker delta. The sites may coincide and $\psi$ may have any norm, so distinct sites and a unit vector are a special case. In the proof, `two` is the Leibniz identity, and `off2`, `off1` and `diag` are the three choices in the order listed.

```lean
/-- In a singlet of spins one-half every `⟨S_i^a⟩` vanishes, and `⟨S_i^a S_j^b⟩` is
`⟨S_i · S_j⟩ / 3` for `a = b` and zero otherwise, for any two sites. -/
theorem singlet_correlations {ψ : State ι} (h : IsSinglet ψ) :
    (∀ i a, expect ψ (spin i a) = 0) ∧
    ∀ i j a b, expect ψ (spin i a * spin j b)
      = if a = b then expect ψ (spinDot i j) / 3 else 0 := by
  have e1 : ∀ a : Fin 3, a + 2 + 1 = a := by decide
  have e2 : ∀ a : Fin 3, a + 2 + 2 = a + 1 := by decide
  have e3 : ∀ a : Fin 3, a + 1 + 2 = a := by decide
  have c3 : ∀ a : Fin 3, a = 0 ∨ a = 1 ∨ a = 2 := by decide
  have cne : ∀ a b : Fin 3, a ≠ b → a = b + 1 ∨ a = b + 2 := by decide
  have comm2 : ∀ a, spinMatrix a * spinMatrix (a + 2) - spinMatrix (a + 2) * spinMatrix a
      = (-Complex.I) • spinMatrix (a + 1) := by
    intro a
    have := spinMatrix_comm (a + 2)
    rw [e1, e2] at this
    rw [neg_smul, ← this, neg_sub]
  constructor
  · intro i a
    have := expect_commutator h (a + 1) (site i (spinMatrix (a + 1 + 1)))
    rw [totalSpin_comm_site, spinMatrix_comm, e3, map_smul, map_smul, smul_eq_mul] at this
    exact (mul_eq_zero.mp this).resolve_left Complex.I_ne_zero
  · intro i j
    -- the commutator with a product of two site operators, by the Leibniz rule
    have two : ∀ a B C,
        expect ψ (site i (spinMatrix a * B - B * spinMatrix a) * site j C)
        + expect ψ (site i B * site j (spinMatrix a * C - C * spinMatrix a)) = 0 := by
      intro a B C
      refine Eq.trans ?_ (expect_commutator h a (site i B * site j C))
      rw [← totalSpin_comm_site a i B, ← totalSpin_comm_site a j C, ← map_add]
      congr 1
      simp only [sub_mul, mul_sub, mul_assoc]
      exact sub_add_sub_cancel _ _ _
    have off2 : ∀ a, expect ψ (spin i (a + 2) * spin j a) = 0 := by
      intro a
      have := two a (spinMatrix (a + 1)) (spinMatrix a)
      rw [spinMatrix_comm, sub_self, map_zero, mul_zero, map_zero, add_zero, map_smul,
        smul_mul_assoc, map_smul, smul_eq_mul] at this
      exact (mul_eq_zero.mp this).resolve_left Complex.I_ne_zero
    have off1 : ∀ a, expect ψ (spin i (a + 1) * spin j a) = 0 := by
      intro a
      have := two a (spinMatrix (a + 2)) (spinMatrix a)
      rw [comm2, sub_self, map_zero, mul_zero, map_zero, add_zero, map_smul,
        smul_mul_assoc, map_smul, smul_eq_mul] at this
      exact (mul_eq_zero.mp this).resolve_left (neg_ne_zero.mpr Complex.I_ne_zero)
    have diag : ∀ a, expect ψ (spin i (a + 2) * spin j (a + 2))
        = expect ψ (spin i (a + 1) * spin j (a + 1)) := by
      intro a
      have := two a (spinMatrix (a + 1)) (spinMatrix (a + 2))
      rw [spinMatrix_comm, comm2, map_smul, map_smul, smul_mul_assoc, mul_smul_comm,
        map_smul, map_smul, smul_eq_mul, smul_eq_mul] at this
      apply mul_left_cancel₀ Complex.I_ne_zero
      simp only [spin]
      linear_combination this
    have d0 : expect ψ (spin i 2 * spin j 2) = expect ψ (spin i 1 * spin j 1) := diag 0
    have d1 : expect ψ (spin i 0 * spin j 0) = expect ψ (spin i 2 * spin j 2) := diag 1
    intro a b
    split_ifs with hab
    · subst hab
      rw [spinDot, map_sum, Fin.sum_univ_three]
      rcases c3 a with rfl | rfl | rfl <;> rw [d1, d0] <;> ring
    · rcases cne a b hab with rfl | rfl
      exacts [off1 b, off2 b]
```

In a finite Heisenberg antiferromagnet whose ground state is a singlet, the expectation value of the sublattice magnetisation in that state is therefore zero, however strong the antiferromagnetic correlations between the spins are. In an exact diagonalisation in the $S^z$ basis, one diagonal operator then gives the full scalar product for a normalised singlet:
$$\langle\mathbf S_i\cdot\mathbf S_j\rangle=3\sum_\sigma|\psi(\sigma)|^2\,m_i(\sigma)\,m_j(\sigma),\qquad m_i(\sigma)=\pm\tfrac12.$$
If a computed state has different $xx$ and $zz$ correlations beyond numerical error, it is not a singlet.

## Correlations along arbitrary directions

Expanding both components and using the previous result,
$$\langle(\mathbf u\cdot\mathbf S_i)(\mathbf v\cdot\mathbf S_j)\rangle=\sum_{a,b}u_av_b\langle S_i^aS_j^b\rangle=\tfrac13(\mathbf u\cdot\mathbf v)\langle\mathbf S_i\cdot\mathbf S_j\rangle.$$
Real unit vectors describe measurement directions. The theorem also allows complex coefficients, with $\mathbf u\cdot\mathbf v=\sum_a u_av_a$ and no conjugation.

```lean
/-- In a singlet `⟨(u · S_i) (v · S_j)⟩ = (u · v) ⟨S_i · S_j⟩ / 3` for any complex coefficient
vectors `u` and `v`, where `u · v` is the sum of `u_a v_a` without conjugation. -/
theorem singlet_directional {ψ : State ι} (h : IsSinglet ψ) (i j : ι) (u v : Fin 3 → ℂ) :
    expect ψ ((∑ a, u a • spin i a) * ∑ b, v b • spin j b)
      = (u ⬝ᵥ v) * expect ψ (spinDot i j) / 3 := by
  rw [Finset.sum_mul_sum]
  simp only [smul_mul_smul_comm, map_sum, map_smul, smul_eq_mul, (singlet_correlations h).2 i j,
    mul_ite, mul_zero, Finset.sum_ite_eq, Finset.mem_univ, if_true, dotProduct]
  simp only [Fin.sum_univ_three]
  ring
```

## The correlations of one spin with all others

Summing over every site produces the total spin, which annihilates the state:
$$\sum_j\langle\mathbf S_i\cdot\mathbf S_j\rangle=\sum_a\langle S_i^aS^a\rangle=0.$$
The term $j=i$ is $3\cdot\tfrac14=\tfrac34$ in a unit vector, because $(s^a)^2=\tfrac14$. Hence
$$\sum_{j\ne i}\langle\mathbf S_i\cdot\mathbf S_j\rangle=-\tfrac34.$$
In Lean `h1` is the full sum and `h2` the term $j=i$; `Finset.univ.erase i` is the set of the other sites.

```lean
/-- In a normalised singlet the correlations `⟨S_i · S_j⟩` of one spin with all the others
add up to `-3/4`. -/
theorem singlet_sum_rule {ψ : State ι} (h : IsSinglet ψ) (hψ : star ψ ⬝ᵥ ψ = 1) (i : ι) :
    ∑ j ∈ Finset.univ.erase i, expect ψ (spinDot i j) = -3 / 4 := by
  -- the sum over all sites contains the total spin acting on the singlet
  have h1 : ∑ j, expect ψ (spinDot i j) = 0 := by
    have e : ∑ j, spinDot i j = ∑ a, spin i a * totalSpin a := by
      simp only [spinDot, totalSpin, Finset.mul_sum]
      exact Finset.sum_comm
    rw [← map_sum, e, map_sum]
    refine Finset.sum_eq_zero fun a _ => ?_
    change star ψ ⬝ᵥ spin i a (totalSpin a ψ) = 0
    rw [h a, map_zero, dotProduct_zero]
  -- the term `j = i` is the squared length of a spin one-half
  have h2 : expect ψ (spinDot i i) = 3 / 4 := by
    have sq : ∀ a, spinMatrix a * spinMatrix a = (1 / 4 : ℂ) • 1 := by
      intro a
      ext k l
      fin_cases a <;> fin_cases k <;> fin_cases l <;>
        simp [spinMatrix, Complex.ext_iff] <;> norm_num
    have one : site i 1 = 1 := by
      refine LinearMap.ext fun φ => funext fun σ => ?_
      simp only [site, LinearMap.coe_mk, AddHom.coe_mk, Matrix.one_apply, ite_mul, one_mul,
        zero_mul, Finset.sum_ite_eq, Finset.mem_univ, if_true, Function.update_eq_self,
        Module.End.one_apply]
    have hone : expect ψ 1 = 1 := hψ
    simp only [spinDot, spin, site_mul, sq, map_smul, one, Fin.sum_univ_three]
    rw [map_add, map_add, map_smul, smul_eq_mul, hone]
    norm_num
  have h3 := Finset.add_sum_erase Finset.univ (fun j => expect ψ (spinDot i j))
    (Finset.mem_univ i)

  linear_combination h3 + h1 - h2
```

## Two spins as the smallest non-trivial case

A single spin one-half has no unit singlet: the sum over other sites would be empty, hence zero instead of $-\tfrac34$. With two spins there is the state $(|01\rangle-|10\rangle)/\sqrt2$.

```lean
/-- The two-spin state `(|01⟩ - |10⟩)/√2`. -/
def singletPair : State (Fin 2) := fun σ =>
  (((√2)⁻¹ : ℝ) : ℂ) * (if σ 0 = σ 1 then 0 else if σ 0 = 0 then 1 else -1)
```

The $z$ components cancel in each of its two configurations. For $x$ and $y$, the contributions of the two terms cancel because of the relative minus sign. The squared norm is $\tfrac12+\tfrac12=1$. Lean checks the four configurations for each spin component, then sums the squared amplitudes.

The sum rule has only one term here, so $\langle\mathbf S_0\cdot\mathbf S_1\rangle=-\tfrac34$. Each diagonal correlation is $-\tfrac14$, and measurements along real unit vectors $\mathbf u$ and $\mathbf v$ have the correlation $-\tfrac14\,\mathbf u\cdot\mathbf v$.

```lean
/-- The state `(|01⟩ - |10⟩)/√2` is a singlet of unit norm. -/
theorem singletPair_witness :
    IsSinglet singletPair ∧ star singletPair ⬝ᵥ singletPair = 1 := by
  constructor
  · intro a
    funext σ
    have h0 : σ 0 = 0 ∨ σ 0 = 1 := by omega
    have h1 : σ 1 = 0 ∨ σ 1 = 1 := by omega
    rcases h0 with h0 | h0 <;> rcases h1 with h1 | h1 <;> fin_cases a <;>
      simp [totalSpin, spin, site, spinMatrix, singletPair, Fin.sum_univ_two, h0, h1] <;> ring
  · have hr : (√2)⁻¹ * (√2)⁻¹ = (1 / 2 : ℝ) := by
      rw [← mul_inv, Real.mul_self_sqrt (by norm_num)]
      norm_num
    have hc : (((√2)⁻¹ : ℝ) : ℂ) * (((√2)⁻¹ : ℝ) : ℂ) = 1 / 2 := by
      rw [← Complex.ofReal_mul, hr]
      norm_num
    simp only [dotProduct, Pi.star_apply, singletPair]
    generalize (√2)⁻¹ = r at hc ⊢
    rw [← (finTwoArrowEquiv (Fin 2)).symm.sum_comp]
    simp [Fintype.sum_prod_type, finTwoArrowEquiv, Fin.sum_univ_two]
    linear_combination 2 * hc

end

end SingletCorrelations
```

```lean
#print axioms SingletCorrelations.singlet_correlations
#print axioms SingletCorrelations.singlet_directional
#print axioms SingletCorrelations.singlet_sum_rule
```

```
'SingletCorrelations.singlet_correlations' depends on axioms: [propext, Classical.choice, Quot.sound]
'SingletCorrelations.singlet_directional' depends on axioms: [propext, Classical.choice, Quot.sound]
'SingletCorrelations.singlet_sum_rule' depends on axioms: [propext, Classical.choice, Quot.sound]
```
